# Bounds on the lowest linear finite-element energy of a particle in a box

For a particle in a hard-walled box of unit length, with ħ = m = 1, linear finite elements on a uniform mesh of width h = 1/(n+1) give the lowest energy 3(1 − cos πh)/(h²(2 + cos πh)). The file takes this closed formula as a definition and does not derive it from the discretised Hamiltonian. The theorem `lowestRoot_bounds` states that, with at least one interior node, the value lies strictly above the exact ground-state energy π²/2 and is at most (3π²/2)/(2 + cos πh). For the lower bound, the attempt passes to the half angle u = πh/2 and uses a cubic lower bound on sin u; for the upper bound it uses cos t ≥ 1 − t²/2 with t = πh.

In Lean, a first try:

```lean
import Mathlib

open Finset MeasureTheory Filter
open scoped Real Topology Matrix

namespace LowestRootBounds

noncomputable section

/-- The element length `h = 1/N` for `n` interior nodes, that is `N = n + 1` elements. -/
def spacing (n : ℕ) : ℝ := 1 / ((n : ℝ) + 1)

/-- The closed formula `3 (1 - cos πh) / (h² (2 + cos πh))`. -/
def lowestRoot (n : ℕ) : ℝ :=
  3 * (1 - Real.cos (π * spacing n)) / (spacing n ^ 2 * (2 + Real.cos (π * spacing n)))

/-- The closed formula with its denominators cleared. -/
theorem lowestRoot_mul (n : ℕ) : lowestRoot n * (2 + Real.cos (π * spacing n)) =
    3 * ((n : ℝ) + 1) ^ 2 * (1 - Real.cos (π * spacing n)) := by
  have hc : 2 + Real.cos (π * spacing n) ≠ 0 := by
    have hp : 0 < 2 + Real.cos (π * spacing n) := by
      linarith [Real.neg_one_le_cos (π * spacing n)]
    exact hp.ne'
  have hn : (n : ℝ) + 1 ≠ 0 := by positivity
  unfold lowestRoot
  generalize Real.cos (π * spacing n) = c at *
  rw [spacing]
  field_simp

/-- With at least one interior node, the closed formula lies strictly above `π²/2` and at
most at `(3π²/2) / (2 + cos πh)`. -/
theorem lowestRoot_bounds (n : ℕ) (hn : 1 ≤ n) : π ^ 2 / 2 < lowestRoot n ∧
    lowestRoot n ≤ 3 * π ^ 2 / 2 / (2 + Real.cos (π * spacing n)) := by
  have hN : (0 : ℝ) < n + 1 := by positivity
  have hn' : (1 : ℝ) ≤ n := by exact_mod_cast hn
  have hsp : spacing n ≤ 1 / 2 := one_div_le_one_div_of_le (by norm_num) (by linarith)
  have htN : ((n : ℝ) + 1) * (π * spacing n) = π := by rw [spacing]; field_simp
  have ht0 : 0 < π * spacing n := by rw [spacing]; positivity
  have ht1 : π * spacing n ≤ 8 / 5 := by
    nlinarith [mul_nonneg Real.pi_pos.le (sub_nonneg.mpr hsp), Real.pi_lt_d2]
  have rel := lowestRoot_mul n
  generalize π * spacing n = t at *
  have hp : 0 < 2 + Real.cos t := by linarith [Real.neg_one_le_cos t]
  have hpi : π ^ 2 = ((n : ℝ) + 1) ^ 2 * t ^ 2 := by rw [← htN]; ring
  constructor
  · obtain ⟨u, hu⟩ : ∃ u, t = 2 * u := ⟨t / 2, by ring⟩
    have hu0 : 0 < u := by linarith
    have hu1 : u ≤ 4 / 5 := by linarith
    have hw : u ^ 2 ≤ 16 / 25 := by nlinarith
    have hcos : Real.cos t = 1 - 2 * Real.sin u ^ 2 := by
      rw [hu, Real.cos_two_mul]
      linarith [Real.sin_sq_add_cos_sq u]
    -- a cubic lower bound on the sine is sharp enough
    have hsin : (u - u ^ 3 / 4) ^ 2 < Real.sin u ^ 2 :=
      pow_lt_pow_left₀ (Real.sin_gt_sub_cube hu0 (by linarith))
        (by nlinarith [mul_nonneg hu0.le (sub_nonneg.mpr hw)]) two_ne_zero
    have q : 0 ≤ 1 / 2 - 13 / 16 * u ^ 2 + 1 / 8 * (u ^ 2) ^ 2 := by
      nlinarith [sq_nonneg (u ^ 2 - 16 / 25)]
    have key : 3 * u ^ 2 < Real.sin u ^ 2 * (3 + 2 * u ^ 2) := by
      have e1 := mul_lt_mul_of_pos_right hsin (show 0 < 3 + 2 * u ^ 2 by positivity)
      have e2 : (u - u ^ 3 / 4) ^ 2 * (3 + 2 * u ^ 2) = 3 * u ^ 2 +
          u ^ 4 * (1 / 2 - 13 / 16 * u ^ 2 + 1 / 8 * (u ^ 2) ^ 2) := by ring
      have e3 := mul_nonneg (show 0 ≤ u ^ 4 by positivity) q
      linarith
    refine lt_of_mul_lt_mul_right ?_ hp.le
    rw [rel, hpi, hcos, hu]
    nlinarith [mul_pos (pow_pos hN 2) (sub_pos.mpr key)]
  · rw [le_div_iff₀ hp, rel, hpi]
    have hcos : 1 - t ^ 2 / 2 ≤ Real.cos t := Real.one_sub_sq_div_two_le_cos
    nlinarith [mul_nonneg (pow_pos hN 2).le (sub_nonneg.mpr hcos)]

end

end LowestRootBounds
```

Lean reports:

```
Main.lean:55:24: error: Function expected at
  Real.sin_gt_sub_cube hu0
but this term has type
  u - u ^ 3 / 6 < Real.sin u

Note: Expected a function because this term is being applied to the argument
  (by linarith)
```

Fix (accepted with no message):

```diff
@@ -53,5 +53,5 @@
     -- a cubic lower bound on the sine is sharp enough
     have hsin : (u - u ^ 3 / 4) ^ 2 < Real.sin u ^ 2 :=
-      pow_lt_pow_left₀ (Real.sin_gt_sub_cube hu0 (by linarith))
+      pow_lt_pow_left₀ (by linarith [Real.sin_gt_sub_cube hu0, pow_pos hu0 3])
         (by nlinarith [mul_nonneg hu0.le (sub_nonneg.mpr hw)]) two_ne_zero
     have q : 0 ≤ 1 / 2 - 13 / 16 * u ^ 2 + 1 / 8 * (u ^ 2) ^ 2 := by
```

Diagnosis. The message says that `Real.sin_gt_sub_cube hu0` is already a complete proof, of `u - u ^ 3 / 6 < Real.sin u`. The lemma needs only the positivity of `u` here, but the attempt passes it a second argument, `(by linarith)`. Since an inequality is not a function, Lean cannot apply it to that argument.

Deleting the extra argument would not be enough. The surrounding `hsin` is stated with `u ^ 3 / 4`, so `pow_lt_pow_left₀` needs `u - u ^ 3 / 4 < Real.sin u`, whereas the lemma has `u ^ 3 / 6`.

The repair deals with both points. It calls the lemma with `hu0` alone and gives the result to `linarith`, together with `pow_pos hu0 3`, which says that `u ^ 3` is positive. Subtracting a quarter of a positive number leaves less than subtracting a sixth, so the required bound follows from the lemma's stronger one. The statement of `hsin` is unchanged, and so is the rest of the proof.
